# A sign flip at one of N ≥ 3 mesh points gives a constant nonzero coupling a nonzero Fourier coefficient at every lattice vector

Mesh points and lattice vectors are both taken as integers modulo $N$, the type `ZMod N` in Lean. On a one-dimensional mesh of $N$ points, a discrete Fourier transform cannot distinguish the lattice vector $R$ from $R+N$, so "every lattice vector" means every residue class modulo $N$. A coupling is one complex number $g(k)$ per mesh point $k$, and it is called strictly local if its Fourier coefficients vanish for all $R\neq 0$ modulo $N$.

The undisturbed coupling is a constant $c$. Physically, this describes a purely on-site coupling between two bands that are each built from a single orbital per cell, with the same phase convention at every $k$. If the bands mix orbitals with weights that depend on $k$, an on-site coupling between band states generally varies with $k$. Band matrices and three-dimensional meshes lie outside the model, and a defect in a coupling that already varies with $k$ is not treated. The assumption `NeZero N` says that the mesh has at least one point.

```lean
import Mathlib

open Finset

namespace GaugeDefectInterpolation

noncomputable section

variable {N : ℕ} [NeZero N]
```

## The coefficient and its sign convention

The coefficient at $R$ is the mesh average

$$\hat g(R)=\frac1N\sum_k e^{-2\pi i kR/N}\,g(k),$$

with the minus sign and the factor $1/N$ both in the transform towards $R$. In Lean, the phase is `ZMod.stdAddChar (-(k * R))`, where `ZMod.stdAddChar` sends $j$ to $e^{2\pi i j/N}$.

```lean
/-- The lattice coefficient at `R` of a coupling `g` sampled on an `N`-point mesh:
the mesh average of `g k` times the Fourier phase of `-k R / N`. -/
def latticeCoeff (g : ZMod N → ℂ) (R : ZMod N) : ℂ :=
  (N : ℂ)⁻¹ * ∑ k : ZMod N, ZMod.stdAddChar (-(k * R)) * g k
```

Now let the coupling carry a wrong factor $u$ at a single point $k_0$:

$$g(k_0)=uc,\qquad g(k)=c\quad (k\neq k_0).$$

A gauge error has $|u|=1$, and a sign flip is $u=-1$. The definition admits any complex $u$.

Such a defect can arise in an electron-phonon calculation when the matrix elements $\langle\psi_{m,k+q}|\partial V|\psi_{n,k}\rangle$ between two different bands $m\neq n$ are tabulated over $k$ at a fixed phonon wavevector $q$. Here $\partial V$ is the change of potential from density functional perturbation theory. Diagonalisation at each $k$ returns an eigenvector with an arbitrary phase. If $\psi_{n,k_0}$ comes back with the opposite sign and the states of band $m$ are unchanged, exactly one entry of the table changes sign.

```lean
/-- A coupling equal to `c` on the whole mesh, except at the point `k₀`,
where it is multiplied by the factor `u`. -/
def defectCoupling (c u : ℂ) (k₀ k : ZMod N) : ℂ :=
  if k = k₀ then u * c else c
```

The character notation agrees with the explicit exponential sum. For an integer $R$, the next theorem represents each $k$ by `k.val`, its representative between $0$ and $N-1$. The proof writes $-kR$ as the residue of an integer, to which `ZMod.stdAddChar_coe` applies.

```lean
/-- The lattice coefficient at an integer `R` is the usual discrete Fourier sum
with phases `exp (-2πi k R / N)`. -/
theorem latticeCoeff_eq_exp (g : ZMod N → ℂ) (R : ℤ) :
    latticeCoeff g (R : ZMod N) = (N : ℂ)⁻¹ * ∑ k : ZMod N,
      Complex.exp (-(2 * Real.pi * Complex.I * (k.val : ℂ) * R / N)) * g k := by
  unfold latticeCoeff
  congr 1
  refine Finset.sum_congr rfl fun k _ => ?_
  have h : -(k * (R : ZMod N)) = ((-((k.val : ℤ) * R) : ℤ) : ZMod N) := by
    rw [Int.cast_neg, Int.cast_mul, Int.cast_natCast, ZMod.natCast_zmod_val]
  rw [h, ZMod.stdAddChar_coe]
  congr 2
  push_cast
  ring
```

## Cancellation of the phases

Let $R\neq0$ modulo $N$ and put $\omega=e^{-2\pi iR/N}$. Then $\omega\neq1$ and $\omega^N=1$, so the geometric sum gives

$$\sum_{k=0}^{N-1}\omega^k=\frac{\omega^N-1}{\omega-1}=0.$$

Lean obtains the same cancellation from `AddChar.sum_mulShift`, using the fact that the standard character is primitive.

```lean
/-- The Fourier phases of a nonzero lattice vector `R` modulo `N` sum to zero over the mesh. -/
theorem sum_phase_eq_zero {R : ZMod N} (hR : R ≠ 0) :
    ∑ k : ZMod N, (ZMod.stdAddChar (-(k * R)) : ℂ) = 0 := by
  have h := AddChar.sum_mulShift (-R) (ZMod.isPrimitive_stdAddChar N)
  rw [if_neg (neg_ne_zero.mpr hR)] at h
  simpa only [mul_neg, Nat.cast_zero] using h
```

## A constant plus a single-point term

The defective coupling can be written as

$$g(k)=c+(u-1)c\,\delta_{k,k_0}.$$

By the cancellation above, the constant contributes only at $R=0$, where its average is $c$. The second term leaves one summand. Hence

$$\hat g(R)=c\,\delta_{R,0}+\frac{(u-1)c}{N}\,e^{-2\pi ik_0R/N}.$$

In the proof, `split` is this decomposition under the sum, and `Finset.sum_ite_eq'` picks out the summand at $k_0$. The case distinction on `R = 0` then evaluates the constant part: at zero it uses $N\cdot N^{-1}=1$, elsewhere `sum_phase_eq_zero`.

```lean
/-- For a constant coupling `c`, whose coefficients are `c` at `R = 0` and zero elsewhere, a factor
`u` at one mesh point adds to the coefficients a term `(u - 1) c / N` times a Fourier phase, at
every `R`. -/
theorem latticeCoeff_defect (c u : ℂ) (k₀ R : ZMod N) :
    latticeCoeff (defectCoupling c u k₀) R =
      (if R = 0 then c else 0) + (u - 1) * c / N * ZMod.stdAddChar (-(k₀ * R)) := by
  have hN : (N : ℂ) ≠ 0 := Nat.cast_ne_zero.mpr (NeZero.ne N)
  -- the coupling is a constant plus a term supported at the defect
  have split : ∀ k : ZMod N, ZMod.stdAddChar (-(k * R)) * defectCoupling c u k₀ k =
      c * ZMod.stdAddChar (-(k * R)) +
        if k = k₀ then (u - 1) * c * ZMod.stdAddChar (-(k₀ * R)) else 0 := by
    intro k
    unfold defectCoupling
    by_cases h : k = k₀
    · rw [if_pos h, if_pos h, h]
      ring
    · rw [if_neg h, if_neg h]
      ring
  unfold latticeCoeff
  rw [Finset.sum_congr rfl (fun k _ => split k), Finset.sum_add_distrib, ← Finset.mul_sum]
  simp only [Finset.sum_ite_eq', Finset.mem_univ, if_true]
  by_cases hR : R = 0
  · subst hR
    simp only [mul_zero, neg_zero, AddChar.map_zero_eq_one, ↓reduceIte, Finset.sum_const,
      Finset.card_univ, ZMod.card, nsmul_eq_mul, mul_one]
    linear_combination c * mul_inv_cancel₀ hN
  · rw [sum_phase_eq_zero hR, if_neg hR]
    ring
```

For $R\neq0$ only the second term remains. Its phase has modulus one, so

$$|\hat g(R)|=\frac{|u-1|\,|c|}{N}.$$

The position $k_0$ affects the phases of these coefficients but not their moduli. The moduli do not decay with $R$ either. The auxiliary fact `hphase` states that the phase has unit modulus.

```lean
/-- For a constant coupling `c`, a factor `u` at one mesh point gives every coefficient with `R ≠ 0`
modulo `N` the same modulus `|u - 1| |c| / N`. -/
theorem norm_latticeCoeff_defect (c u : ℂ) (k₀ : ZMod N) {R : ZMod N} (hR : R ≠ 0) :
    ‖latticeCoeff (defectCoupling c u k₀) R‖ = ‖u - 1‖ * ‖c‖ / N := by
  have hphase : ‖(ZMod.stdAddChar (-(k₀ * R)) : ℂ)‖ = 1 := by
    rw [ZMod.stdAddChar_apply]
    exact Circle.norm_coe _
  rw [latticeCoeff_defect, if_neg hR, zero_add, norm_mul, hphase, mul_one, norm_div,
    norm_mul, Complex.norm_natCast]
```

## The sign flip

With $u=-1$ we have $|u-1|=2$, and therefore $|\hat g(R)|=2|c|/N$ for $R\neq0$. At $R=0$ the phase equals one, and

$$\hat g(0)=c-\frac{2c}{N}=\Bigl(1-\frac2N\Bigr)c.$$

For $N\geq2$ the bracket is non-negative, so the modulus is $(1-2/N)|c|$. The theorem states both values as a conjunction; `hc` is the formula for $\hat g(0)$, and `h0` supplies the sign of the bracket.

The bound excludes $N=1$. There, with $c\neq0$, the only coefficient is $-c$, of modulus $|c|$, while the formula would give $-|c|$.

```lean
/-- On a mesh of at least two points, a sign flip of a constant coupling `c` at one point gives
coefficients of modulus `(1 - 2/N) |c|` at `R = 0` and `2 |c| / N` at every other `R` modulo `N`. -/
theorem norm_latticeCoeff_signFlip (hN : 2 ≤ N) (c : ℂ) (k₀ : ZMod N) :
    ‖latticeCoeff (defectCoupling c (-1) k₀) 0‖ = (1 - 2 / (N : ℝ)) * ‖c‖ ∧
    ∀ R : ZMod N, R ≠ 0 →
      ‖latticeCoeff (defectCoupling c (-1) k₀) R‖ = 2 * ‖c‖ / N := by
  have h2 : (2 : ℝ) ≤ N := by exact_mod_cast hN
  constructor
  · have hle : 2 / (N : ℝ) ≤ 1 := by
      rw [div_le_one (by linarith)]
      exact h2
    have h0 : 0 ≤ 1 - 2 / (N : ℝ) := by linarith
    -- at R = 0 the defect only rescales c by a real factor
    have hc : latticeCoeff (defectCoupling c (-1) k₀) 0 =
        ((1 - 2 / (N : ℝ) : ℝ) : ℂ) * c := by
      rw [latticeCoeff_defect, if_pos rfl, mul_zero, neg_zero, AddChar.map_zero_eq_one]
      push_cast
      ring
    rw [hc, norm_mul, Complex.norm_real, Real.norm_of_nonneg h0]
  · intro R hR
    have hu : ‖(-1 - 1 : ℂ)‖ = 2 := by
      rw [show (-1 - 1 : ℂ) = -2 by norm_num, norm_neg]
      norm_num
    rw [norm_latticeCoeff_defect c (-1) k₀ hR, hu]
```

If $c\neq0$ and $N\geq3$, then $1-2/N>0$ and $2|c|/N>0$, so every coefficient is nonzero. Lean treats the same two cases and deduces that a number with positive modulus is not zero.

For this conclusion, $N\geq3$ cannot be relaxed to $N\geq2$: on two points the values $-c$ and $c$ average to zero, so $\hat g(0)=0$. The coupling is still nonlocal, since the other coefficient has modulus $|c|$. If $c=0$, all coefficients vanish on any mesh.

```lean
/-- For a constant nonzero coupling on a mesh of at least three points, a sign flip at one point
leaves no lattice coefficient equal to zero. -/
theorem latticeCoeff_signFlip_ne_zero (hN : 3 ≤ N) {c : ℂ} (hc : c ≠ 0) (k₀ R : ZMod N) :
    latticeCoeff (defectCoupling c (-1) k₀) R ≠ 0 := by
  have h3 : (3 : ℝ) ≤ N := by exact_mod_cast hN
  have hNpos : (0 : ℝ) < N := by linarith
  have hcpos : 0 < ‖c‖ := norm_pos_iff.mpr hc
  obtain ⟨hzero, hother⟩ := norm_latticeCoeff_signFlip (by omega : 2 ≤ N) c k₀
  rw [← norm_pos_iff]
  by_cases hR : R = 0
  · rw [hR, hzero]
    have hlt : 2 / (N : ℝ) < 1 := by
      rw [div_lt_one hNpos]
      linarith
    exact mul_pos (by linarith) hcpos
  · rw [hother R hR]
    positivity
```

In an interpolation, the coefficients are summed back at points between those of the mesh. Take $N=3$, $c=1$, $k_0=0$ and the lattice vectors $R=-1,0,1$. The coefficients are $-\tfrac23,\tfrac13,-\tfrac23$, and the interpolated coupling at a real mesh coordinate $\kappa$ is

$$\frac13-\frac43\cos\frac{2\pi\kappa}{3}.$$

It reproduces the tabulated values $-1,1,1$ at $\kappa=0,1,2$. Halfway between the two unflipped points, at $\kappa=\tfrac32$, it gives $\tfrac53$ where the consistent gauge would give $1$.

## Total weight away from the origin

There are $N-1$ nonzero residues, each with the same squared modulus, so

$$\sum_{R\neq0}|\hat g(R)|^2=\frac{(N-1)\,|u-1|^2\,|c|^2}{N^2}.$$

For a sign flip this is $4(N-1)|c|^2/N^2$, which falls roughly as $4|c|^2/N$ on large meshes. The Lean sum runs over all residues with `0` erased; `hterm` replaces each term by the common value, and the remaining step counts them.

```lean
/-- The total squared modulus of the coefficients away from `R = 0`, for a constant coupling `c`
multiplied by a factor `u` at one mesh point, is `(N - 1) |u - 1|² |c|² / N²`. -/
theorem nonlocal_weight (c u : ℂ) (k₀ : ZMod N) :
    ∑ R ∈ (Finset.univ : Finset (ZMod N)).erase 0,
      ‖latticeCoeff (defectCoupling c u k₀) R‖ ^ 2 =
        ((N : ℝ) - 1) * ‖u - 1‖ ^ 2 * ‖c‖ ^ 2 / (N : ℝ) ^ 2 := by
  have hterm : ∀ R ∈ (Finset.univ : Finset (ZMod N)).erase 0,
      ‖latticeCoeff (defectCoupling c u k₀) R‖ ^ 2 = (‖u - 1‖ * ‖c‖ / N) ^ 2 := by
    intro R hR
    rw [norm_latticeCoeff_defect c u k₀ (Finset.ne_of_mem_erase hR)]
  rw [Finset.sum_congr rfl hterm, Finset.sum_const,
    Finset.card_erase_of_mem (Finset.mem_univ _), Finset.card_univ, ZMod.card, nsmul_eq_mul,
    Nat.cast_pred (Nat.pos_of_ne_zero (NeZero.ne N))]
  ring
```

## Strict locality means a constant coupling

The last theorem concerns an arbitrary coupling $g$ on the mesh: $\hat g(R)=0$ for all $R\neq0$ exactly when $g$ takes the same value at every mesh point.

Suppose first that the coefficients away from zero vanish. Compare $g$ with the constant function whose value is the mesh average $\hat g(0)$. At $R=0$ the unnormalised Fourier sums of both functions equal $N\hat g(0)$. At $R\neq0$ the sum for $g$ vanishes by assumption, and the sum for the constant vanishes because the phases cancel. Two functions with the same discrete Fourier transform are equal, so $g$ is constant. In Lean, `key` is the equality of transforms, and `ZMod.dft.injective` turns it into equality of functions.

Conversely, if $g$ is constant, its value can be taken out of the sum, and the phases cancel for every $R\neq0$.

Within this one-dimensional scalar model, a phase factor common to all mesh points preserves the strict locality of a nonzero constant coupling, while phase factors that differ between mesh points destroy it. The change can be mild: the factor $e^{2\pi ikR_0/N}$ only moves the single nonzero coefficient from $0$ to $R_0$. In Wannier interpolation of electron-phonon couplings, the table is first rotated by the matrices that build the Wannier functions from the eigenvectors. The arbitrary phases of the eigenvectors then cancel, provided that the matrices and the table refer to the same eigenvectors.

```lean
/-- A coupling has no lattice coefficient away from `R = 0` exactly when it takes
the same value at all mesh points. -/
theorem strictly_local_iff_constant (g : ZMod N → ℂ) :
    (∀ R : ZMod N, R ≠ 0 → latticeCoeff g R = 0) ↔ ∀ k k' : ZMod N, g k = g k' := by
  have hN : (N : ℂ) ≠ 0 := Nat.cast_ne_zero.mpr (NeZero.ne N)
  constructor
  · intro h
    -- g has the same Fourier transform as the constant given by its mesh average
    have key : ZMod.dft g = ZMod.dft (fun _ : ZMod N => latticeCoeff g 0) := by
      funext R
      rw [ZMod.dft_apply, ZMod.dft_apply]
      simp only [smul_eq_mul]
      rw [← Finset.sum_mul]
      by_cases hR : R = 0
      · subst hR
        simp only [latticeCoeff, mul_zero, neg_zero, AddChar.map_zero_eq_one, one_mul,
          Finset.sum_const, Finset.card_univ, ZMod.card, nsmul_eq_mul, mul_one]
        rw [mul_inv_cancel_left₀ hN]
      · have h' := h R hR
        unfold latticeCoeff at h'
        rw [sum_phase_eq_zero hR, zero_mul]
        exact (mul_eq_zero.mp h').resolve_left (inv_ne_zero hN)
    have hg := ZMod.dft.injective key
    intro k k'
    exact (congrFun hg k).trans (congrFun hg k').symm
  · intro h R hR
    have hs : ∑ k : ZMod N, ZMod.stdAddChar (-(k * R)) * g k =
        (∑ k : ZMod N, (ZMod.stdAddChar (-(k * R)) : ℂ)) * g 0 := by
      rw [Finset.sum_mul]
      exact Finset.sum_congr rfl fun k _ => by rw [h k 0]
    unfold latticeCoeff
    rw [hs, sum_phase_eq_zero hR, zero_mul, mul_zero]

end

end GaugeDefectInterpolation
```

```lean
#print axioms GaugeDefectInterpolation.latticeCoeff_eq_exp
#print axioms GaugeDefectInterpolation.latticeCoeff_signFlip_ne_zero
#print axioms GaugeDefectInterpolation.nonlocal_weight
#print axioms GaugeDefectInterpolation.strictly_local_iff_constant
```

```
'GaugeDefectInterpolation.latticeCoeff_eq_exp' depends on axioms: [propext, Classical.choice, Quot.sound]
'GaugeDefectInterpolation.latticeCoeff_signFlip_ne_zero' depends on axioms: [propext, Classical.choice, Quot.sound]
'GaugeDefectInterpolation.nonlocal_weight' depends on axioms: [propext, Classical.choice, Quot.sound]
'GaugeDefectInterpolation.strictly_local_iff_constant' depends on axioms: [propext, Classical.choice, Quot.sound]
```
